# Positivity of the fermion determinant det(D + m) at positive mass m for an anti-Hermitian D with an anticommuting invertible matrix

## Two sites

Take two sites labelled 0 and 1, a real mass m, and the matrices

    D = [[0, i], [i, 0]],   G = [[1, 0], [0, −1]].

D connects site 0 to site 1 and has no diagonal entries. Its adjoint (conjugate transpose, written †) is D† = −D, and GD = −DG. Writing D + m for D plus m times the identity matrix,

    det(D + m) = m·m − i·i = m² + 1.

The vectors (1, 1)/√2 and (1, −1)/√2 are eigenvectors of D with eigenvalues +i and −i, and G exchanges them. The determinant is the product (m + i)(m − i), in which the phase of one factor cancels the phase of the other. Anti-Hermiticity makes the eigenvalues imaginary, and the anticommuting G supplies the partner with the opposite sign. If the hopping is scaled by a real number t, the determinant becomes

    det(tD + m) = m² + t²,

which starts from m² at t = 0 and stays real and away from zero when m ≠ 0. The general proof follows this last observation and needs no eigenvalues.

## The objects

In lattice field theory, integrating out a fermion field with Euclidean Dirac operator D + m leaves the factor det(D + m) in the weight of each gauge configuration; on a finite lattice, and for configurations whose D is anti-Hermitian and anticommutes with an invertible matrix, the result below says that for m > 0 this factor is a positive number. A positive factor can be part of a probability weight in Monte Carlo sampling.

```lean
import Mathlib

open Matrix
open scoped ComplexOrder

namespace NoSignProblem

noncomputable section

variable {n : Type*} [Fintype n] [DecidableEq n]
```

The type `n` is an arbitrary finite set of labels. It stands for the combined index of the fermion field (site, and colour or spin where present), and no lattice geometry is attached to it. The number of labels is N, in Lean `Fintype.card n`. Operators are complex N×N matrices, `Matrix n n ℂ`, and `Dᴴ` is D†. The massive operator adds a real mass, cast to a complex number, times the identity.

```lean
/-- The matrix `D` plus the real number `m` (the mass) times the identity, written `D + m`. -/
def massive (D : Matrix n n ℂ) (m : ℝ) : Matrix n n ℂ :=
  D + (m : ℂ) • (1 : Matrix n n ℂ)
```

The second definition serves the staggered case. A labelling ε assigns `true` or `false` to each index x, and the sign s(x) is +1 for `true` and −1 for `false`. The matrix `paritySign ε` is diagonal with entries s(x). The G of the two-site case is the one with ε(0) = `true` and ε(1) = `false`.

```lean
/-- The diagonal matrix with entry `+1` on sites labelled `true` and `-1` on sites
labelled `false`. -/
def paritySign (ε : n → Bool) : Matrix n n ℂ :=
  diagonal fun x => if ε x then 1 else -1
```

Three hypotheses recur under fixed names: `hD : Dᴴ = -D` is anti-Hermiticity, `hG : G.det ≠ 0` is invertibility of G, and `hGD : G * D = -(D * G)` is anticommutation. In physical examples G is a Hermitian involution such as γ₅ or the even/odd sign. An involution has G² = 1, so (det G)² = 1 and det G ≠ 0; apart from the anticommutation `hGD` the argument uses nothing else about G, so the theorems ask for `hG` in place of G² = 1 and G† = G.

## Step 1: the adjoint

The adjoint is additive and conjugates scalars. Since m is real,

    (D + m)† = D† + m = −D + m.

```lean
omit [Fintype n] in
/-- For anti-Hermitian `D` the adjoint of `D + m` is `-D + m`. -/
theorem massive_conjTranspose {D : Matrix n n ℂ} (hD : Dᴴ = -D) (m : ℝ) :
    (massive D m)ᴴ = massive (-D) m := by
  simp [massive, hD, conjTranspose_add, conjTranspose_smul]
```

The right-hand side is written `massive (-D) m`, the massive operator with the hopping reversed and the mass unchanged.

## Step 2: reversing the sign of D

Moving G through the operator flips D and leaves the mass term alone:

    G(D + m) = GD + mG = −DG + mG = (−D + m)G.

Determinants are multiplicative, so

    det G · det(D + m) = det(−D + m) · det G,

and dividing by det G ≠ 0 gives

    det(−D + m) = det(D + m).

```lean
/-- If an invertible `G` anticommutes with `D`, then `-D + m` and `D + m` have the same
determinant. -/
theorem det_massive_neg {D G : Matrix n n ℂ} (hG : G.det ≠ 0) (hGD : G * D = -(D * G))
    (m : ℝ) : (massive (-D) m).det = (massive D m).det := by
  -- moving `G` through the operator flips the sign of `D`
  have h : G * massive D m = massive (-D) m * G := by
    simp only [massive, add_mul, mul_add, neg_mul, mul_smul_comm, smul_mul_assoc,
      mul_one, one_mul, hGD]
  have h2 := congrArg Matrix.det h
  rw [det_mul, det_mul, mul_comm] at h2
  exact (mul_right_cancel₀ hG h2).symm
```

The local statement `h` is the first line, `congrArg Matrix.det h` with `det_mul` is the second, and `mul_right_cancel₀ hG` cancels det G. Anti-Hermiticity is not among the hypotheses here.

## Step 3: the determinant is real

The determinant of an adjoint is the complex conjugate (marked *) of the determinant. With steps 1 and 2,

    [det(D + m)]* = det((D + m)†) = det(−D + m) = det(D + m),

and a complex number equal to its conjugate has zero imaginary part. This holds for every real m, of either sign or zero.

```lean
/-- If `D` is anti-Hermitian and anticommutes with an invertible `G`, the determinant of
`D + m` is real for every real mass. -/
theorem det_massive_im {D G : Matrix n n ℂ} (hD : Dᴴ = -D) (hG : G.det ≠ 0)
    (hGD : G * D = -(D * G)) (m : ℝ) : (massive D m).det.im = 0 := by
  have h : star (massive D m).det = (massive D m).det := by
    rw [← det_conjTranspose, massive_conjTranspose hD, det_massive_neg hG hGD]
  exact Complex.conj_eq_iff_im.mp h
```

Lean's `star` on ℂ is complex conjugation. The three rewrites in the proof are the three equalities above, in the same order.

## Step 4: no zero mode at nonzero mass

Put M = D + m. By step 1,

    M† + M = (−D + m) + (D + m) = 2m.

Suppose det M = 0. Then there is a vector v ≠ 0 with Mv = 0. Both terms of the expectation value vanish,

    v†M†v = (Mv)†v = 0,   v†Mv = 0,

and their sum is

    0 = v†(M† + M)v = 2m v†v.

For m ≠ 0 this gives v†v = Σₓ |vₓ|² = 0, hence v = 0, a contradiction. G plays no part.

```lean
/-- For anti-Hermitian `D` and nonzero real mass the determinant of `D + m` is nonzero. -/
theorem det_massive_ne_zero {D : Matrix n n ℂ} (hD : Dᴴ = -D) {m : ℝ} (hm : m ≠ 0) :
    (massive D m).det ≠ 0 := by
  intro h
  obtain ⟨v, hv, hz⟩ := Matrix.exists_mulVec_eq_zero_iff.mpr h
  -- the Hermitian part of `D + m` is the mass term
  have hsum : (massive D m)ᴴ + massive D m = (2 * (m : ℂ)) • (1 : Matrix n n ℂ) := by
    rw [massive_conjTranspose hD]
    simp only [massive]
    module
  have h1 : star v ⬝ᵥ (massive D m)ᴴ *ᵥ v = 0 := by
    rw [Matrix.dotProduct_mulVec, ← Matrix.star_mulVec, hz]
    simp
  have h2 : star v ⬝ᵥ ((massive D m)ᴴ + massive D m) *ᵥ v = 0 := by
    rw [Matrix.add_mulVec, dotProduct_add, h1, hz]
    simp
  have h3 : ((2 * (m : ℂ)) • (1 : Matrix n n ℂ)) *ᵥ v = (2 * (m : ℂ)) • v := by
    ext i
    simp [Matrix.mulVec, dotProduct, Matrix.one_apply]
  -- hence `2 m ‖v‖² = 0`
  rw [hsum, h3, dotProduct_smul, smul_eq_mul] at h2
  have hm2 : (2 * (m : ℂ)) ≠ 0 := mul_ne_zero two_ne_zero (by exact_mod_cast hm)
  have h4 : star v ⬝ᵥ v = 0 := (mul_eq_zero.mp h2).resolve_left hm2
  exact hv (dotProduct_star_self_eq_zero.mp h4)
```

`Matrix.exists_mulVec_eq_zero_iff` produces the vector v, which is not normalised and need not be, since only the vanishing of v†v is used. The expression `star v ⬝ᵥ w` is the inner product v†w, and `*ᵥ` is the action of a matrix on a vector. The statement `hsum` is M† + M = 2m, `h1` is v†M†v = 0, `h2` adds the two terms, and `h3` evaluates the scalar matrix on v. After the factor 2m is removed, `dotProduct_star_self_eq_zero` turns v†v = 0 into v = 0.

## Step 5: the sign

For real t the matrix tD satisfies the same hypotheses as D:

    (tD)† = tD† = −tD,   G(tD) = −(tD)G.

Define the real function

    f(t) = Re det(tD + m).

It is continuous, because the entries of tD + m are continuous in t and the determinant is a polynomial in the entries. At t = 0 the operator is m times the identity, so

    f(0) = m^N > 0   for m > 0,

and f(1) = Re det(D + m). Suppose f(1) ≤ 0. Then 0 lies between f(1) and f(0), and the intermediate value theorem gives a t with f(t) = 0. By step 3 the imaginary part of det(tD + m) vanishes as well, so det(tD + m) = 0, which step 4 forbids. Therefore f(1) > 0.

```lean
/-- If `D` is anti-Hermitian and anticommutes with an invertible `G`, then
for every positive mass the determinant of `D + m` is real and strictly positive. -/
theorem det_massive_pos {D G : Matrix n n ℂ} (hD : Dᴴ = -D) (hG : G.det ≠ 0)
    (hGD : G * D = -(D * G)) {m : ℝ} (hm : 0 < m) :
    (massive D m).det.im = 0 ∧ 0 < (massive D m).det.re := by
  refine ⟨det_massive_im hD hG hGD m, ?_⟩
  -- switch on the hopping term: `t D` obeys the same hypotheses for every real `t`
  have hDt : ∀ t : ℝ, ((t : ℂ) • D)ᴴ = -((t : ℂ) • D) := by
    intro t
    simp [conjTranspose_smul, hD]
  have hGt : ∀ t : ℝ, G * ((t : ℂ) • D) = -(((t : ℂ) • D) * G) := by
    intro t
    rw [mul_smul_comm, smul_mul_assoc, hGD, smul_neg]
  let f : ℝ → ℝ := fun t => (massive ((t : ℂ) • D) m).det.re
  have hf : Continuous f := by
    have hM : Continuous fun t : ℝ => massive ((t : ℂ) • D) m :=
      (Complex.continuous_ofReal.smul continuous_const).add continuous_const
    exact Complex.continuous_re.comp hM.matrix_det
  -- at `t = 0` the determinant is `m ^ Fintype.card n`
  have h0 : 0 < f 0 := by
    have e : (massive (((0 : ℝ) : ℂ) • D) m).det = ((m ^ Fintype.card n : ℝ) : ℂ) := by
      simp [massive]
    show 0 < (massive (((0 : ℝ) : ℂ) • D) m).det.re
    rw [e, Complex.ofReal_re]
    exact pow_pos hm _
  have h1 : f 1 = (massive D m).det.re := by
    simp [f]
  -- a sign change would force a zero of the real determinant
  by_contra hneg
  have hle : f 1 ≤ 0 := by
    rw [h1]
    exact not_lt.mp hneg
  obtain ⟨t, ht⟩ := intermediate_value_univ 1 0 hf ⟨hle, h0.le⟩
  exact det_massive_ne_zero (hDt t) hm.ne'
    (Complex.ext ht (det_massive_im (hDt t) hG (hGt t) m))
```

In words, `det_massive_pos` says: for any finite index set, any complex matrices D and G with D† = −D, det G ≠ 0 and GD = −DG, and any real m > 0, the determinant of D + m has imaginary part 0 and real part greater than 0. For an empty index set the determinant is 1 = m⁰, and for N = 1 the hypotheses force D = 0 and the determinant is m.

The statements `hDt` and `hGt` are the two hypotheses for tD, `hf` is continuity, `h0` and `h1` are the endpoint values. `intermediate_value_univ` returns a real t without confining it to the interval from 0 to 1, which does no harm because `hDt` and `hGt` hold for all real t. The last line assembles det = 0 from its real part `ht` and its imaginary part with `Complex.ext`.

The theorem concerns one determinant of one finite matrix. No gauge field, lattice action, path integral or continuum limit is constructed, and anti-Hermiticity and anticommutation are assumed of D. The massless naive operator built from Hermitian Euclidean γ matrices and unitary links fits the hypotheses with G = γ₅. A Wilson term or a real chemical potential adds a Hermitian part to D, and such operators fall outside `hD`.

## The square of the determinant

The cross terms cancel in the product of the operator and its adjoint:

    (−D + m)(D + m) = −D² − mD + mD + m² = m² − D² = m² + D†D.

Taking determinants and using step 2 on the first factor,

    det(D + m)² = det(m² + D†D)

for every real m. In the two-site case D†D = 1, and both sides equal (m² + 1)².

```lean
/-- If `D` is anti-Hermitian and anticommutes with an invertible `G`, the square of the
determinant of `D + m` is the determinant of `m² + Dᴴ D`. -/
theorem det_massive_sq {D G : Matrix n n ℂ} (hD : Dᴴ = -D) (hG : G.det ≠ 0)
    (hGD : G * D = -(D * G)) (m : ℝ) :
    (massive D m).det ^ 2 = ((m : ℂ) ^ 2 • (1 : Matrix n n ℂ) + Dᴴ * D).det := by
  have h : massive (-D) m * massive D m = (m : ℂ) ^ 2 • (1 : Matrix n n ℂ) + Dᴴ * D := by
    simp only [massive, hD, add_mul, mul_add, neg_mul, mul_smul_comm, smul_mul_assoc,
      mul_one, one_mul]
    module
  rw [← h, det_mul, det_massive_neg hG hGD, sq]
```

The statement `h` is the operator identity, with `module` collecting the scalar multiples of 1, D and D², and the final rewrite is the determinant step.

## Reversing the mass

An overall sign can be pulled out of the operator:

    D − m = −(−D + m).

Multiplying an N×N matrix by −1 multiplies its determinant by (−1)^N, so with step 2

    det(D − m) = (−1)^N det(D + m).

```lean
/-- If an invertible `G` anticommutes with `D`, reversing the mass multiplies the
determinant by `(-1)` to the power of the dimension. -/
theorem det_massive_neg_mass {D G : Matrix n n ℂ} (hG : G.det ≠ 0)
    (hGD : G * D = -(D * G)) (m : ℝ) :
    (massive D (-m)).det = (-1) ^ Fintype.card n * (massive D m).det := by
  have h : massive D (-m) = -massive (-D) m := by
    simp only [massive, Complex.ofReal_neg]
    module
  rw [h, det_neg, det_massive_neg hG hGD]
```

Only `hG` and `hGD` are assumed. The left-hand side appears as `massive D (-m)`, and `det_neg` supplies the factor (−1)^N.

## Staggered fermions: hopping between opposite parities

Suppose the matrix element D(x, y) vanishes whenever ε(x) = ε(y), which includes the diagonal x = y. Take G = `paritySign ε`. Its determinant is the product of the signs s(x) and is nonzero. Elementwise,

    (GD + DG)(x, y) = (s(x) + s(y)) D(x, y).

For equal labels D(x, y) = 0, and for different labels s(x) + s(y) = 0. So GD = −DG, and step 5 applies.

```lean
/-- If the anti-Hermitian `D` has no matrix elements between sites of equal parity label,
the determinant of `D + m` is real and strictly positive for every positive mass. -/
theorem det_massive_pos_of_even_odd {D : Matrix n n ℂ} (hD : Dᴴ = -D) (ε : n → Bool)
    (hop : ∀ x y, ε x = ε y → D x y = 0) {m : ℝ} (hm : 0 < m) :
    (massive D m).det.im = 0 ∧ 0 < (massive D m).det.re := by
  have hG : (paritySign ε).det ≠ 0 := by
    rw [paritySign, det_diagonal, Finset.prod_ne_zero_iff]
    intro x _
    cases ε x <;> simp
  -- the parity sign anticommutes with hopping between opposite parities
  have hGD : paritySign ε * D = -(D * paritySign ε) := by
    ext x y
    have h := hop x y
    simp only [paritySign, diagonal_mul, mul_diagonal, Matrix.neg_apply]
    cases hx : ε x <;> cases hy : ε y <;> simp_all
  exact det_massive_pos hD hG hGD hm
```

The hypothesis `hop` is the hopping rule. The theorem needs no G from the user, and the two classes of labels may have different sizes. For a staggered operator ε is the parity of the site, independent of colour; that nearest-neighbour hops always change this parity is a property of the lattice (with periodic or antiperiodic boundaries it requires even extents) and enters only through `hop`. The proof of `hGD` runs through the four combinations of labels of x and y.

## The two-site case, checked

The opening example satisfies all three hypotheses, its G is moreover Hermitian with G² = 1, and

    det(D + m) = m² + 1

for every real m.

```lean
/-- The matrix `D = [[0, i], [i, 0]]` is anti-Hermitian and anticommutes with the invertible
Hermitian involution `G = diag(1, -1)`, and the determinant of `D + m` is `m² + 1`. -/
theorem det_massive_pos_witness (m : ℝ) :
    let D : Matrix (Fin 2) (Fin 2) ℂ := !![0, Complex.I; Complex.I, 0]
    let G : Matrix (Fin 2) (Fin 2) ℂ := !![1, 0; 0, -1]
    Dᴴ = -D ∧ Gᴴ = G ∧ G * G = 1 ∧ G.det ≠ 0 ∧ G * D = -(D * G) ∧
      (massive D m).det = (m : ℂ) ^ 2 + 1 := by
  intro D G
  refine ⟨?_, ?_, ?_, ?_, ?_, ?_⟩
  · ext i j; fin_cases i <;> fin_cases j <;> simp [D]
  · ext i j; fin_cases i <;> fin_cases j <;> simp [G]
  · ext i j; fin_cases i <;> fin_cases j <;> simp [G, Matrix.mul_apply, Fin.sum_univ_succ]
  · simp [G, det_fin_two]
  · ext i j; fin_cases i <;> fin_cases j <;>
      simp [D, G, Matrix.mul_apply, Fin.sum_univ_succ]
  · simp [D, massive, det_fin_two, sq]
```

The matrix identities are verified entry by entry over the indices 0 and 1 of `Fin 2`, and the determinants come from the 2×2 formula `det_fin_two`.

## What fails without a hypothesis

Remove the anticommuting matrix and keep one site with D = i. Then D† = −i = −D, and

    det(D + m) = m + i,

which has imaginary part 1 for every real m. The eigenvalue i has no partner −i. For a 1×1 matrix G = g the condition gi = −ig forces g = 0, so no invertible G exists.

```lean
/-- The one-by-one matrix `D = i` is anti-Hermitian, and the determinant of `D + m` has
imaginary part one. -/
theorem det_massive_complex_phase (m : ℝ) :
    let D : Matrix (Fin 1) (Fin 1) ℂ := !![Complex.I]
    Dᴴ = -D ∧ (massive D m).det.im = 1 := by
  intro D
  constructor
  · ext i j; fin_cases i; fin_cases j; simp [D]
  · rw [det_fin_one]
    simp [D, massive]

end

end NoSignProblem
```

The theorem records the anti-Hermiticity of D and the imaginary part 1. The same D shows the role of invertibility, since G = 0 anticommutes with everything. That remark and the examples that follow are plain arithmetic and have not been through Lean.

Without anti-Hermiticity, take the Hermitian D = [[0, 1], [1, 0]] with the same G = [[1, 0], [0, −1]]. It anticommutes with G, and

    det(D + m) = m² − 1,

which is real but vanishes at m = 1 and is negative for 0 < m < 1. The eigenvalues ±1 are still paired, but they lie on the real axis, where the mass can cancel one of them.

Without m > 0, take one site with D = 0 and G = 1. All three matrix hypotheses hold and det(D + m) = m, which is zero at m = 0 and negative for m < 0, in agreement with the factor (−1)^N at N = 1.

```lean
#print axioms NoSignProblem.det_massive_pos
#print axioms NoSignProblem.det_massive_neg_mass
#print axioms NoSignProblem.det_massive_pos_of_even_odd
#print axioms NoSignProblem.det_massive_complex_phase
```

```
'NoSignProblem.det_massive_pos' depends on axioms: [propext, Classical.choice, Quot.sound]
'NoSignProblem.det_massive_neg_mass' depends on axioms: [propext, Classical.choice, Quot.sound]
'NoSignProblem.det_massive_pos_of_even_odd' depends on axioms: [propext, Classical.choice, Quot.sound]
'NoSignProblem.det_massive_complex_phase' depends on axioms: [propext, Classical.choice, Quot.sound]
```
